# Degenerate charge sharing among three identical, non-interacting fragments makes a continuous energy linear between 0 and 1 electron

Let E(x) be the energy of a fragment holding x electrons, continuous for 0 ≤ x ≤ 1. If

E(x) + E(y) + E(z) = E(1) + 2E(0)

for all x, y, z ≥ 0 with x + y + z = 1, then E(x) = (1−x)E(0) + xE(1) on [0,1].

The condition stands for a property of exact quantum mechanics. With one electron and three identical, infinitely separated fragments, the states with the electron in the ground state of one fragment are degenerate, and so are their superpositions, whose average occupations are fractional. Approximate density functionals often violate this: their energy is typically curved, not straight, between whole numbers of electrons. Hubbard corrections, which act on the occupations of chosen local orbitals, are often used to reduce such curvature. The theorem treats the simpler case of an energy that depends on the fragment's electron number alone.

```lean
import Mathlib

open Set

namespace ChargeSharingLinearity

noncomputable section
```

## Deviation from the straight line

Measure the error at fractional charge by

D(x) = E(x) − [(1−x)E(0) + xE(1)],

so that D(0) = D(1) = 0. In Lean, `E : ℝ → ℝ` is defined for every real number, but the linearity theorems use it only on `Icc 0 1`, the interval [0,1].

```lean
/-- The deviation of the fragment energy `E` at occupation `x` from the straight line
through its values at occupations 0 and 1. -/
def chordDeviation (E : ℝ → ℝ) (x : ℝ) : ℝ := E x - ((1 - x) * E 0 + x * E 1)
```

Allow the degeneracy to fail by at most ε, in the units of E. `SplitsWithin E ε` says this for every three-way split. Adding the three energies builds in the absence of interaction. That a given functional's energy for distant fragments really is such a sum, with the same E for each fragment, has to be established separately.

```lean
/-- Every way of sharing one electron among three identical, non-interacting fragments has
the energy of one occupied and two empty fragments, up to an error `ε`. -/
def SplitsWithin (E : ℝ → ℝ) (ε : ℝ) : Prop :=
  ∀ x y z : ℝ, 0 ≤ x → 0 ≤ y → 0 ≤ z → x + y + z = 1 →
    |E x + E y + E z - (E 1 + 2 * E 0)| ≤ ε
```

For x + y + z = 1, the straight-line parts add up to

3E(0) + (x+y+z)(E(1) − E(0)) = E(1) + 2E(0).

The energy error of a split is therefore D(x) + D(y) + D(z). The proof multiplies the constraint on the occupations by E(1) − E(0).

```lean
/-- When one electron is shared among three identical, non-interacting fragments, the energy error
relative to the integer configuration is the sum of the three deviations from the straight line. -/
theorem split_error_eq (E : ℝ → ℝ) {x y z : ℝ} (h : x + y + z = 1) :
    E x + E y + E z - (E 1 + 2 * E 0)
      = chordDeviation E x + chordDeviation E y + chordDeviation E z := by
  unfold chordDeviation
  linear_combination (E 1 - E 0) * h
```

## Halving the deviation

Suppose |D| ≤ B on [0,1]. For x ≤ 1/2, the split (x, x, 1−2x) gives

|2D(x) + D(1−2x)| ≤ ε, hence |D(x)| ≤ (ε+B)/2.

For x ≥ 1/2, leave one fragment empty. The split (x, 1−x, 0) gives |D(x) + D(1−x)| ≤ ε, and 1−x ≤ 1/2, so

|D(x)| ≤ ε + (ε+B)/2 = (3ε+B)/2.

Since ε ≥ 0, as the split (1, 0, 0) shows, this bound serves for both ranges. In the proof, `low` is the first case; `abs_le` turns each absolute value into two inequalities, which `linarith` combines.

```lean
/-- If three-way splits are degenerate within `ε`, any bound `B` on the deviation from
linearity over [0,1] can be replaced by `(3 ε + B) / 2`. -/
theorem improved_bound {E : ℝ → ℝ} {ε B : ℝ} (h : SplitsWithin E ε)
    (hB : ∀ x ∈ Icc (0 : ℝ) 1, |chordDeviation E x| ≤ B) :
    ∀ x ∈ Icc (0 : ℝ) 1, |chordDeviation E x| ≤ (3 * ε + B) / 2 := by
  have hε : 0 ≤ ε :=
    (abs_nonneg _).trans (h 1 0 0 zero_le_one le_rfl le_rfl (by norm_num))
  -- two equally occupied fragments: the bound `B` improves to `(ε + B) / 2`
  have low : ∀ x : ℝ, 0 ≤ x → x ≤ 1 / 2 → |chordDeviation E x| ≤ (ε + B) / 2 := by
    intro x h0 h1
    have hs : x + x + (1 - 2 * x) = 1 := by ring
    have h2 := h x x (1 - 2 * x) h0 h0 (by linarith) hs
    rw [split_error_eq E hs] at h2
    have h3 := hB (1 - 2 * x) ⟨by linarith, by linarith⟩
    rw [abs_le] at h2 h3 ⊢
    constructor <;> linarith [h2.1, h2.2, h3.1, h3.2]
  intro x hx
  rcases le_total x (1 / 2) with hlow | hhigh
  · linarith [low x hx.1 hlow]
  · -- one empty fragment: occupations x and 1 - x are tied together
    have hs : x + (1 - x) + 0 = 1 := by ring
    have h2 := h x (1 - x) 0 hx.1 (by linarith [hx.2]) le_rfl hs
    rw [split_error_eq E hs] at h2
    have h3 := low (1 - x) (by linarith [hx.2]) (by linarith)
    have hz : chordDeviation E 0 = 0 := by
      unfold chordDeviation
      ring
    rw [hz] at h2
    rw [abs_le] at h2 h3 ⊢
    constructor <;> linarith [h2.1, h2.2, h3.1, h3.2]
```

If |E| ≤ C on [0,1], then |D| ≤ 2C, because the straight line is a weighted average of E(0) and E(1). So |D| has a finite least upper bound M, written `sSup S` in the code. Taking B = M above gives

M ≤ (3ε+M)/2, hence M ≤ 3ε.

Read backwards, a bounded energy that is off the line by more than 3ε somewhere has a three-way split whose energy is wrong by more than ε.

```lean
/-- For an energy bounded on [0,1], degeneracy of all three-way splits within `ε` forces
the energy to be linear in the occupation within `3 ε`. -/
theorem near_degeneracy_near_linearity {E : ℝ → ℝ} {ε C : ℝ}
    (hC : ∀ x ∈ Icc (0 : ℝ) 1, |E x| ≤ C) (h : SplitsWithin E ε) :
    ∀ x ∈ Icc (0 : ℝ) 1, |chordDeviation E x| ≤ 3 * ε := by
  have hdev : ∀ x ∈ Icc (0 : ℝ) 1, |chordDeviation E x| ≤ 2 * C := by
    intro x hx
    have h0 := abs_le.mp (hC 0 ⟨le_rfl, zero_le_one⟩)
    have h1 := abs_le.mp (hC 1 ⟨zero_le_one, le_rfl⟩)
    have h2 := abs_le.mp (hC x hx)
    have hx' : 0 ≤ 1 - x := by linarith [hx.2]
    have a1 := mul_le_mul_of_nonneg_left h0.1 hx'
    have a2 := mul_le_mul_of_nonneg_left h0.2 hx'
    have a3 := mul_le_mul_of_nonneg_left h1.1 hx.1
    have a4 := mul_le_mul_of_nonneg_left h1.2 hx.1
    unfold chordDeviation
    rw [abs_le]
    constructor <;> nlinarith [h2.1, h2.2]
  -- the least bound M satisfies M ≤ (3 ε + M) / 2
  let S : Set ℝ := (fun x => |chordDeviation E x|) '' Icc (0 : ℝ) 1
  have hS : BddAbove S := by
    refine ⟨2 * C, ?_⟩
    rintro _ ⟨y, hy, rfl⟩
    exact hdev y hy
  have hM : ∀ x ∈ Icc (0 : ℝ) 1, |chordDeviation E x| ≤ sSup S :=
    fun x hx => le_csSup hS ⟨x, hx, rfl⟩
  have hle : sSup S ≤ (3 * ε + sSup S) / 2 := by
    have hne : S.Nonempty :=
      ⟨|chordDeviation E 0|, 0, ⟨le_rfl, zero_le_one⟩, rfl⟩
    refine csSup_le hne ?_
    rintro _ ⟨y, hy, rfl⟩
    exact improved_bound h hM y hy
  intro x hx
  linarith [hM x hx]
```

## Exact degeneracy

A continuous function on the compact interval [0,1] is bounded. Setting ε = 0 then gives |D(x)| ≤ 0, which is the stated linearity.

```lean
/-- If the energy is continuous on [0,1] and every sharing of one electron among three identical,
non-interacting fragments is degenerate with the integer configuration, then the energy is linear in
the occupation between 0 and 1. -/
theorem linear_of_three_fragment_degeneracy {E : ℝ → ℝ}
    (hE : ContinuousOn E (Icc 0 1))
    (h : ∀ x y z : ℝ, 0 ≤ x → 0 ≤ y → 0 ≤ z → x + y + z = 1 →
      E x + E y + E z = E 1 + 2 * E 0) :
    ∀ x ∈ Icc (0 : ℝ) 1, E x = (1 - x) * E 0 + x * E 1 := by
  obtain ⟨C, hC⟩ := isCompact_Icc.exists_bound_of_continuousOn hE
  have hsplit : SplitsWithin E 0 := by
    intro x y z hx hy hz hs
    rw [h x y z hx hy hz hs, sub_self, abs_zero]
  intro x hx
  have h1 := near_degeneracy_near_linearity
    (fun y hy => by simpa only [Real.norm_eq_abs] using hC y hy) hsplit x hx
  rw [mul_zero] at h1
  have h2 := abs_nonpos_iff.mp h1
  unfold chordDeviation at h2
  linarith
```

The same argument covers the next electrons. If F(n) is the energy of a fragment with n electrons, apply the result to E(x) = F(N+x): degenerate sharing of 3N+1 electrons, with between N and N+1 on each fragment, makes a continuous F linear on [N, N+1].

## More fragments, and only two

Take m+3 fragments with m ≥ 0. Leaving m of them empty adds mE(0) to both sides of the degeneracy condition, which reduces it to the three-fragment case. Conversely, non-negative occupations fᵢ with sum 1 are each at most 1, so linearity gives

Σ E(fᵢ) = (m+3)E(0) + (E(1) − E(0)) = E(1) + (m+2)E(0).

In the code, `f` lists x, y, z and then zeros, and `hsum` evaluates sums over it, once for the charge and once for the energy.

```lean
/-- For three or more identical, non-interacting fragments and an energy continuous on [0,1], all
distributions of one electron are degenerate with the integer configuration exactly when the energy
is linear in the occupation between 0 and 1. -/
theorem many_fragment_degeneracy_iff_linear (m : ℕ) {E : ℝ → ℝ}
    (hE : ContinuousOn E (Icc 0 1)) :
    (∀ f : Fin (m + 3) → ℝ, (∀ i, 0 ≤ f i) → ∑ i, f i = 1 →
      ∑ i, E (f i) = E 1 + (m + 2) * E 0) ↔
    ∀ x ∈ Icc (0 : ℝ) 1, E x = (1 - x) * E 0 + x * E 1 := by
  constructor
  · intro h
    apply linear_of_three_fragment_degeneracy hE
    intro x y z hx hy hz hs
    -- leave all but three fragments empty
    let f : Fin (m + 3) → ℝ :=
      Matrix.vecCons x (Matrix.vecCons y (Matrix.vecCons z (fun _ : Fin m => 0)))
    have hsum : ∀ g : ℝ → ℝ, ∑ i, g (f i) = g x + (g y + (g z + m * g 0)) := by
      intro g
      rw [Fin.sum_univ_succ, Fin.sum_univ_succ, Fin.sum_univ_succ]
      change g x + (g y + (g z + ∑ _i : Fin m, g 0)) = _
      simp only [Finset.sum_const, Finset.card_univ, Fintype.card_fin, nsmul_eq_mul]
    have hf : ∀ i, 0 ≤ f i := by
      intro i
      induction i using Fin.cases with
      | zero => exact hx
      | succ i =>
        induction i using Fin.cases with
        | zero => exact hy
        | succ i =>
          induction i using Fin.cases with
          | zero => exact hz
          | succ i => exact le_refl (0 : ℝ)
    have h1 : ∑ i, f i = 1 := (hsum (fun t => t)).trans (by linarith)
    have h2 := h f hf h1
    rw [hsum E] at h2
    linarith
  · intro h f hf hs
    have hterm : ∀ i, E (f i) = E 0 + f i * (E 1 - E 0) := by
      intro i
      have hi : f i ≤ 1 := by
        rw [← hs]
        exact Finset.single_le_sum (fun j _ => hf j) (Finset.mem_univ i)
      rw [h (f i) ⟨hf i, hi⟩]
      ring
    rw [Finset.sum_congr rfl (fun i _ => hterm i), Finset.sum_add_distrib,
      ← Finset.sum_mul, hs, Finset.sum_const, Finset.card_univ, Fintype.card_fin,
      nsmul_eq_mul]
    push_cast
    ring
```

Two fragments impose less: D(x) + D(1−x) = 0, which any deviation antisymmetric about half occupation satisfies. An example is

q(x) = x(1−x)(1−2x),

a model energy not derived from any particular functional.

```lean
/-- A cubic model energy, antisymmetric about half occupation. -/
def skewCubic (x : ℝ) : ℝ := x * (1 - x) * (1 - 2 * x)
```

Here q(0) = q(1) = 0 and q(1−x) = −q(x), so every two-way split is degenerate. Yet q(1/4) = 3/32, while the straight line is zero.

```lean
/-- Two fragments are not enough: the cubic model energy is continuous and every sharing of one
electron between two identical, non-interacting fragments is degenerate, yet it is off the straight
line at occupation 1/4. -/
theorem two_fragments_insufficient :
    Continuous skewCubic ∧
    (∀ x, skewCubic x + skewCubic (1 - x) = skewCubic 1 + skewCubic 0) ∧
    chordDeviation skewCubic (1 / 4) ≠ 0 := by
  refine ⟨?_, ?_, ?_⟩
  · unfold skewCubic
    fun_prop
  · intro x
    unfold skewCubic
    ring
  · norm_num [chordDeviation, skewCubic]

end

end ChargeSharingLinearity
```

```lean
#print axioms ChargeSharingLinearity.linear_of_three_fragment_degeneracy
#print axioms ChargeSharingLinearity.many_fragment_degeneracy_iff_linear
#print axioms ChargeSharingLinearity.two_fragments_insufficient
```

```
'ChargeSharingLinearity.linear_of_three_fragment_degeneracy' depends on axioms: [propext, Classical.choice, Quot.sound]
'ChargeSharingLinearity.many_fragment_degeneracy_iff_linear' depends on axioms: [propext, Classical.choice, Quot.sound]
'ChargeSharingLinearity.two_fragments_insufficient' depends on axioms: [propext, Classical.choice, Quot.sound]
```
